# Every finite unitary matrix has exactly one Floquet Hamiltonian with quasienergies in $(-\pi/T,\pi/T]$

A driven system with one state gains a phase factor $u$, $|u|=1$, in each period $T>0$. With $\hbar=1$, an effective energy $\varepsilon$ must satisfy $e^{-i\varepsilon T}=u$. The solutions are spaced by $2\pi/T$, so exactly one lies in the half-open zone $(-\pi/T,\pi/T]$. For $u=-1$ it is $+\pi/T$.

For $n$ states, every unitary $U$ likewise has exactly one Hermitian $K$ with

$$e^{-iKT}=U,\qquad \text{all eigenvalues of }K\text{ in }(-\pi/T,\pi/T].$$

$K$ is often written $H_F$.

## Extracting $K$ from a computed propagator

In a finite orthonormal basis, a Floquet code can diagonalise the one-period propagator and convert its eigenphases to quasienergies; $K$ then gives the evolution over whole periods. The endpoint convention matters when $-1$ is an eigenvalue of $U$: for it, $(i/T)\log U$ with $\log(-1)=i\pi$ returns $-\pi/T$, the excluded end. In exact arithmetic, the formula $\varepsilon=\arg(\bar z)/T$ for an eigenvalue $z$, with $\arg\in(-\pi,\pi]$, returns $+\pi/T$ at $z=-1$. In floating point with signed zeros, conjugating $-1+0i$ gives $-1-0i$, whose computed argument is $-\pi$, so a result of $-\pi/T$ should be reset to $+\pi/T$.

## From eigenphases to a unique generator

**Phases.** If $a,b$ lie in the zone and $e^{-iaT}=e^{-ibT}$, then $(b-a)T=2\pi m$ for an integer $m$. Since $|b-a|T<2\pi$, $m=0$ and $a=b$. Every $z$ with $|z|=1$ is reached by $\varepsilon=\arg(\bar z)/T$.

**Diagonalising $U$.** The characteristic polynomial has finitely many roots, so some $c$ with $|c|=1$ is not an eigenvalue. Put $A=c-U$ and $B=c+U$. Using $U^\dagger U=1$,

$$B^\dagger A=cU^\dagger-\bar cU=-A^\dagger B.$$

Multiplying by $(A^\dagger)^{-1}$ on the left and $A^{-1}$ on the right gives $(A^{-1})^\dagger B^\dagger=-BA^{-1}$, so $H=iBA^{-1}$ is Hermitian. Write $H=VDV^\dagger$ with $V$ unitary and $D$ real diagonal with entries $d_j$, and set $M=V^\dagger UV$. Then $HA=iB$ becomes $D(c-M)=i(c+M)$. For $j\ne k$ this reads $(d_j+i)M_{jk}=0$, so $M_{jk}=0$. Thus $M$ is diagonal and unitary, with entries $z_j$ of modulus one.

**Existence.** Choose $\varepsilon_j$ in the zone with $e^{-i\varepsilon_jT}=z_j$ and set $K=V\,\mathrm{diag}(\varepsilon_j)V^\dagger$. The exponential series gives $e^{-iKT}=U$.

**Uniqueness.** Let $K=V\,\mathrm{diag}(d_k)V^\dagger$ and $L=W\,\mathrm{diag}(e_j)W^\dagger$ now be any two Hermitian matrices with eigenvalues in the zone, and let $e^{-iLT}P=Pe^{-iKT}$. With $Q=W^\dagger PV$,

$$e^{-ie_jT}Q_{jk}=Q_{jk}e^{-id_kT}.$$

Where $Q_{jk}\ne0$, the phases agree and $e_j=d_k$. Hence $e_jQ_{jk}=Q_{jk}d_k$ for all $j,k$, which is $LP=PK$. If both generate $U$, taking $P=1$ gives $L=K$.

## A two-state swap with $T=2$

Let $U=\begin{pmatrix}0&1\\1&0\end{pmatrix}$. The vectors $(1,1)/\sqrt2$ and $(1,-1)/\sqrt2$ have eigenvalues $1$ and $-1$, hence quasienergies $0$ and $\pi/2$. Therefore

$$K=\frac{\pi}{4}\begin{pmatrix}1&-1\\-1&1\end{pmatrix}\approx\begin{pmatrix}0.785&-0.785\\-0.785&0.785\end{pmatrix}.$$

## The Lean definitions and proof

`evolution K T` is $e^{-iKT}$, and `phase T ε` is the complex factor $e^{-i\varepsilon T}$, not an angle. `InZone K T` puts every real eigenvalue with a nonzero eigenvector in `zone T`; for Hermitian $K$ these are all the eigenvalues. In `existsUnique_floquetHamiltonian`, `∃!` states existence and uniqueness together.

`phase_bijOn` proves the phase step, and `unitary_diag` the diagonalisation, using Mathlib's spectral theorem through `hermitian_diag`. `evolution_diag` and `inZone_iff` reduce the exponential and the zone condition to diagonal entries. `intertwine` compares matrix elements, splitting on `Q j k = 0`. The main theorem uses `choose` to pick the quasienergies, then `intertwine` with `P := 1`.

```lean
import Mathlib

open Matrix
open scoped Real ComplexConjugate

namespace FloquetHamiltonian

variable {n : Type*} [Fintype n] [DecidableEq n]

/-- The evolution operator `exp(-iKT)` generated by `K` over a time `T`, with `ħ = 1`. -/
noncomputable def evolution (K : Matrix n n ℂ) (T : ℝ) : Matrix n n ℂ :=
  NormedSpace.exp ((-(Complex.I * T)) • K)

/-- The phase factor `exp(-iεT)` collected by a state of quasienergy `ε` in a time `T`. -/
noncomputable def phase (T ε : ℝ) : ℂ := Complex.exp (-(Complex.I * T) * ε)

/-- The principal quasienergy zone `(-π/T, π/T]`, for a period `T > 0`. -/
def zone (T : ℝ) : Set ℝ := Set.Ioc (-(π / T)) (π / T)

/-- Every real eigenvalue of `K` lies in the principal zone of the period `T > 0`. -/
def InZone (K : Matrix n n ℂ) (T : ℝ) : Prop :=
  ∀ (ε : ℝ) (v : n → ℂ), v ≠ 0 → K *ᵥ v = (ε : ℂ) • v → ε ∈ zone T

/-- For `T > 0` the phase factor maps the principal zone bijectively onto the unit circle. -/
theorem phase_bijOn {T : ℝ} (hT : 0 < T) : Set.BijOn (phase T) (zone T) {z | ‖z‖ = 1} := by
  refine ⟨fun a _ => by simp [phase, Complex.norm_exp], ?_, ?_⟩
  · rintro a ⟨ha, ha'⟩ b ⟨hb, hb'⟩ h
    obtain ⟨m, hm⟩ := Complex.exp_eq_exp_iff_exists_int.mp h
    have h1 : T * b - T * a = m * (2 * π) := by
      have := congrArg Complex.im hm
      simp at this
      linarith
    rw [← neg_div, div_lt_iff₀ hT] at ha hb
    rw [le_div_iff₀ hT] at ha' hb'
    -- two points of the zone differ by less than a full turn
    have h2 : (m : ℝ) < 1 := by nlinarith [Real.pi_pos]
    have h3 : (-1 : ℝ) < m := by nlinarith [Real.pi_pos]
    have h4 : m < 1 := by exact_mod_cast h2
    have h5 : -1 < m := by exact_mod_cast h3
    have h6 : m = 0 := by omega
    rw [h6, Int.cast_zero, zero_mul] at h1
    exact mul_left_cancel₀ hT.ne' (by linarith)
  · intro z hz
    have hz' : ‖z‖ = 1 := hz
    have h := Complex.norm_mul_exp_arg_mul_I (conj z)
    rw [RCLike.norm_conj, hz', Complex.ofReal_one, one_mul] at h
    have h2 := congrArg conj h
    rw [← Complex.exp_conj, Complex.conj_conj, map_mul, Complex.conj_ofReal,
      Complex.conj_I] at h2
    refine ⟨Complex.arg (conj z) / T, ⟨?_, ?_⟩, ?_⟩
    · rw [← neg_div, div_lt_div_iff_of_pos_right hT]
      exact Complex.neg_pi_lt_arg _
    · rw [div_le_div_iff_of_pos_right hT]
      exact Complex.arg_le_pi _
    · have hT' : (T : ℂ) ≠ 0 := by exact_mod_cast hT.ne'
      rw [phase, Complex.ofReal_div]
      refine (congrArg Complex.exp ?_).trans h2
      field_simp

/-- Two matrices whose product is the identity cancel in front of a third. -/
theorem cancel {X Y : Matrix n n ℂ} (h : X * Y = 1) (Z : Matrix n n ℂ) : X * (Y * Z) = Z := by
  rw [← Matrix.mul_assoc, h, Matrix.one_mul]

/-- A Hermitian matrix is diagonal, with real entries, in some orthonormal basis. -/
theorem hermitian_diag {K : Matrix n n ℂ} (hK : K.IsHermitian) :
    ∃ V : Matrix n n ℂ, Vᴴ * V = 1 ∧
      ∃ d : n → ℝ, K = V * diagonal (fun j => (d j : ℂ)) * Vᴴ := by
  refine ⟨hK.eigenvectorUnitary, mem_unitaryGroup_iff'.mp hK.eigenvectorUnitary.2,
    hK.eigenvalues, ?_⟩
  have h := hK.spectral_theorem
  rw [Unitary.conjStarAlgAut_apply] at h
  exact h

/-- A matrix that is diagonal in an orthonormal basis, with real entries `d`, has its eigenvalues in
the principal zone of `T` exactly when all `d k` lie there. -/
theorem inZone_iff {V : Matrix n n ℂ} (hV : Vᴴ * V = 1) (d : n → ℝ) (T : ℝ) :
    InZone (V * diagonal (fun j => (d j : ℂ)) * Vᴴ) T ↔ ∀ k, d k ∈ zone T := by
  constructor
  · intro h k
    -- test on the `k`-th basis vector
    refine h (d k) (V *ᵥ Pi.single k 1) (fun h0 => ?_) ?_
    · have h2 : Vᴴ *ᵥ (V *ᵥ Pi.single k (1 : ℂ)) = 0 := by rw [h0, mulVec_zero]
      rw [mulVec_mulVec, hV, one_mulVec] at h2
      simpa using congrFun h2 k
    · rw [mulVec_mulVec, Matrix.mul_assoc, hV, Matrix.mul_one, ← mulVec_mulVec, ← mulVec_smul]
      congr 1
      funext j
      rw [mulVec_diagonal]
      by_cases hj : j = k
      · subst hj; simp
      · simp [hj]
  · intro h ε v hv hKv
    have h2 : diagonal (fun j => (d j : ℂ)) *ᵥ (Vᴴ *ᵥ v) = (ε : ℂ) • (Vᴴ *ᵥ v) := by
      rw [← mulVec_smul, ← hKv, mulVec_mulVec, mulVec_mulVec, ← Matrix.mul_assoc,
        ← Matrix.mul_assoc, hV, Matrix.one_mul]
    obtain ⟨k, hk⟩ : ∃ k, (Vᴴ *ᵥ v) k ≠ 0 := by
      by_contra! hc
      have h3 : Vᴴ *ᵥ v = 0 := funext hc
      apply hv
      rw [← one_mulVec v, ← mul_eq_one_comm.mp hV, ← mulVec_mulVec, h3, mulVec_zero]
    have h4 := congrFun h2 k
    rw [mulVec_diagonal, Pi.smul_apply, smul_eq_mul] at h4
    have h5 : d k = ε := by exact_mod_cast mul_right_cancel₀ hk h4
    rw [← h5]
    exact h k

/-- In an orthonormal eigenbasis of a Hermitian generator, evolution multiplies each basis state by
its phase factor. -/
theorem evolution_diag {V : Matrix n n ℂ} (hV : Vᴴ * V = 1) (d : n → ℝ) (T : ℝ) :
    evolution (V * diagonal (fun j => (d j : ℂ)) * Vᴴ) T
      = V * diagonal (fun j => phase T (d j)) * Vᴴ := by
  have hV' : V * Vᴴ = 1 := mul_eq_one_comm.mp hV
  have hinv : V⁻¹ = Vᴴ := inv_eq_right_inv hV'
  have e : (-(Complex.I * T)) • (V * diagonal (fun j => (d j : ℂ)) * Vᴴ)
      = V * diagonal (fun j => -(Complex.I * T) * (d j : ℂ)) * V⁻¹ := by
    rw [hinv, ← Matrix.smul_mul, ← Matrix.mul_smul, ← diagonal_smul]
    rfl
  rw [evolution, e, Matrix.exp_conj _ _ ⟨⟨V, Vᴴ, hV', hV⟩, rfl⟩, Matrix.exp_diagonal, hinv]
  congr 3
  funext j
  refine (NormedSpace.map_exp (Pi.evalRingHom (fun _ : n => ℂ) j) (continuous_apply j)
    (fun j => -(Complex.I * T) * (d j : ℂ))).trans ?_
  rw [phase, Complex.exp_eq_exp_ℂ]
  rfl

/-- Every unitary matrix is diagonal in some orthonormal basis, with entries of modulus one. -/
theorem unitary_diag {U : Matrix n n ℂ} (hU : U ∈ unitaryGroup n ℂ) :
    ∃ V : Matrix n n ℂ, Vᴴ * V = 1 ∧
      ∃ z : n → ℂ, (∀ j, ‖z j‖ = 1) ∧ U = V * diagonal z * Vᴴ := by
  have hUU : Uᴴ * U = 1 := mem_unitaryGroup_iff'.mp hU
  -- some point `c` of the unit circle is not an eigenvalue
  obtain ⟨c, hc, hdet⟩ : ∃ c : ℂ, ‖c‖ = 1 ∧ (scalar n c - U).det ≠ 0 := by
    by_contra! h
    have hb := phase_bijOn one_pos
    refine U.charpoly_monic.ne_zero (Polynomial.eq_zero_of_infinite_isRoot _
      (Set.infinite_of_injOn_mapsTo hb.injOn (fun a ha => ?_)
        (Set.Ioc_infinite (by linarith [Real.pi_pos]))))
    change Polynomial.eval _ U.charpoly = 0
    rw [Matrix.eval_charpoly]
    exact h _ (hb.mapsTo ha)
  rw [scalar_apply, ← smul_one_eq_diagonal] at hdet
  have hcc : c * star c = 1 := by
    rw [Complex.star_def, Complex.mul_conj, Complex.normSq_eq_norm_sq, hc]; simp

  obtain ⟨A, hA⟩ : ∃ A, A = c • (1 : Matrix n n ℂ) - U := ⟨_, rfl⟩
  obtain ⟨B, hB⟩ : ∃ B, B = c • (1 : Matrix n n ℂ) + U := ⟨_, rfl⟩
  rw [← hA] at hdet
  have hAA : A * A⁻¹ = 1 := mul_nonsing_inv A (isUnit_iff_ne_zero.mpr hdet)
  have key : Bᴴ * A = -(Aᴴ * B) := by
    rw [hA, hB]
    simp only [conjTranspose_sub, conjTranspose_add, conjTranspose_smul, conjTranspose_one,
      Matrix.sub_mul, Matrix.add_mul, Matrix.mul_sub, Matrix.mul_add, Matrix.smul_mul,
      Matrix.mul_smul, Matrix.one_mul, Matrix.mul_one, hUU, smul_add, smul_sub, smul_smul,
      hcc]
    module
  -- the Cayley transform of `U` is Hermitian
  have hH : (Complex.I • (B * A⁻¹)).IsHermitian := by
    have h3 : (A⁻¹)ᴴ * Aᴴ = 1 := by rw [← conjTranspose_mul, hAA, conjTranspose_one]
    have h4 : (A⁻¹)ᴴ * Bᴴ = -(B * A⁻¹) := calc
      (A⁻¹)ᴴ * Bᴴ = (A⁻¹)ᴴ * (Bᴴ * A) * A⁻¹ := by
        simp only [Matrix.mul_assoc, hAA, Matrix.mul_one]
      _ = -(B * A⁻¹) := by
        rw [key]; simp only [Matrix.mul_neg, Matrix.neg_mul, cancel h3]
    unfold Matrix.IsHermitian
    rw [conjTranspose_smul, conjTranspose_mul, h4, Complex.star_def, Complex.conj_I, neg_smul,
      smul_neg, neg_neg]
  obtain ⟨V, hV, d, hd⟩ := hermitian_diag hH
  have hV' : V * Vᴴ = 1 := mul_eq_one_comm.mp hV
  obtain ⟨M, hM⟩ : ∃ M, Vᴴ * (U * V) = M := ⟨_, rfl⟩
  have r := congrArg (fun X => Vᴴ * (X * A) * V) hd
  simp only [Matrix.smul_mul, Matrix.mul_smul, Matrix.mul_assoc,
    cancel (mul_eq_one_comm.mp hAA), cancel hV] at r
  rw [hA, hB] at r
  simp only [Matrix.sub_mul, Matrix.add_mul, Matrix.mul_sub, Matrix.mul_add, Matrix.smul_mul,
    Matrix.mul_smul, Matrix.one_mul, Matrix.mul_one, hV, hM] at r
  -- hence `U` is diagonal in the eigenbasis of its Cayley transform
  have hdiag : M = diagonal (fun j => M j j) := by
    ext j k
    by_cases hjk : j = k
    · subst hjk; simp
    · have h := congrFun (congrFun r j) k
      simp only [Matrix.smul_apply, Matrix.add_apply, Matrix.sub_apply, diagonal_mul,
        diagonal_apply_ne _ hjk, one_apply_ne hjk, smul_eq_mul] at h
      have h0 : ((d j : ℂ) + Complex.I) * M j k = 0 := by linear_combination h
      have hne : (d j : ℂ) + Complex.I ≠ 0 := fun h => by simpa using congrArg Complex.im h
      rw [diagonal_apply_ne _ hjk]
      exact (mul_eq_zero.mp h0).resolve_left hne
  refine ⟨V, hV, fun j => M j j, fun j => ?_, ?_⟩
  · have hMM : Mᴴ * M = 1 := by
      rw [← hM]
      simp only [conjTranspose_mul, conjTranspose_conjTranspose, Matrix.mul_assoc, cancel hV',
        cancel hUU, hV]
    rw [hdiag, diagonal_conjTranspose, diagonal_mul_diagonal] at hMM
    have h := congrFun (congrFun hMM j) j
    rw [diagonal_apply_eq, one_apply_eq, Pi.star_apply] at h
    have h2 := congrArg norm h
    rw [norm_mul, norm_star, norm_one] at h2
    nlinarith [norm_nonneg (M j j)]
  · rw [← hdiag, ← hM]
    simp only [Matrix.mul_assoc, cancel hV', hV', Matrix.mul_one]

/-- Let `K` and `L` be Hermitian with eigenvalues in the principal zone of `T > 0`. A matrix that
intertwines their evolutions over `T` also intertwines `K` and `L`. -/
theorem intertwine {K L P : Matrix n n ℂ} {T : ℝ} (hT : 0 < T) (hK : K.IsHermitian)
    (hL : L.IsHermitian) (zK : InZone K T) (zL : InZone L T)
    (h : evolution L T * P = P * evolution K T) : L * P = P * K := by
  obtain ⟨V, hV, d, rfl⟩ := hermitian_diag hK
  obtain ⟨W, hW, e, rfl⟩ := hermitian_diag hL
  rw [inZone_iff hV] at zK
  rw [inZone_iff hW] at zL
  rw [evolution_diag hV, evolution_diag hW] at h
  -- `Q` holds the matrix elements of `P` between the two eigenbases
  obtain ⟨Q, rfl⟩ : ∃ Q, P = W * Q * Vᴴ := ⟨Wᴴ * P * V, by
    simp only [Matrix.mul_assoc, cancel (mul_eq_one_comm.mp hW), mul_eq_one_comm.mp hV,
      Matrix.mul_one]⟩
  have h' := congrArg (fun X => Wᴴ * X * V) h
  simp only [Matrix.mul_assoc, cancel hW, cancel hV, hV, Matrix.mul_one] at h'
  have hQ : diagonal (fun j => (e j : ℂ)) * Q = Q * diagonal (fun j => (d j : ℂ)) := by
    ext j k
    have hjk := congrFun (congrFun h' j) k
    rw [diagonal_mul, mul_diagonal] at hjk ⊢
    by_cases h0 : Q j k = 0
    · rw [h0, mul_zero, zero_mul]
    · -- equal phases in the zone mean equal quasienergies
      rw [mul_comm (Q j k)] at hjk ⊢
      rw [(phase_bijOn hT).injOn (zL j) (zK k) (mul_right_cancel₀ h0 hjk)]
  simp only [Matrix.mul_assoc, cancel hW, cancel hV]
  rw [← Matrix.mul_assoc (diagonal _) Q, hQ, Matrix.mul_assoc]

/-- For every unitary one-period propagator `U` and period `T > 0` there is exactly one Hermitian
`K` with all eigenvalues in `(-π/T, π/T]` and `exp(-iKT) = U`. -/
theorem existsUnique_floquetHamiltonian {U : Matrix n n ℂ} (hU : U ∈ unitaryGroup n ℂ)
    {T : ℝ} (hT : 0 < T) :
    ∃! K : Matrix n n ℂ, K.IsHermitian ∧ InZone K T ∧ evolution K T = U := by
  obtain ⟨V, hV, z, hz, rfl⟩ := unitary_diag hU
  -- give every eigenphase its quasienergy in the zone
  choose a ha haz using fun j => (phase_bijOn hT).surjOn (hz j)
  have hD : (V * diagonal (fun j => (a j : ℂ)) * Vᴴ).IsHermitian := by
    apply isHermitian_mul_mul_conjTranspose
    unfold Matrix.IsHermitian
    rw [diagonal_conjTranspose]
    congr 1
    funext j
    exact Complex.conj_ofReal _
  have zD := (inZone_iff hV a T).mpr ha
  have eD := evolution_diag hV a T
  rw [funext haz] at eD
  refine ⟨_, ⟨hD, zD, eD⟩, ?_⟩
  rintro L ⟨hL, zL, eL⟩
  -- both candidates give the same evolution, so the identity intertwines them
  have h := intertwine (P := 1) hT hD hL zD zL (by rw [eL, eD, Matrix.mul_one, Matrix.one_mul])
  rwa [Matrix.mul_one, Matrix.one_mul] at h

/-- For Hermitian `K` with eigenvalues in the principal zone of `T > 0`, a matrix `S` commutes
with the evolution over `T` exactly when it commutes with `K`. -/
theorem symmetry_iff {K S : Matrix n n ℂ} {T : ℝ} (hT : 0 < T) (hK : K.IsHermitian)
    (zK : InZone K T) : Commute (evolution K T) S ↔ Commute K S :=
  ⟨fun h => intertwine hT hK hK zK zK h, fun h => (h.smul_left _).exp_left⟩

end FloquetHamiltonian
```

```lean
#print axioms FloquetHamiltonian.existsUnique_floquetHamiltonian
-- 'FloquetHamiltonian.existsUnique_floquetHamiltonian' depends on axioms: [propext, Classical.choice, Quot.sound]
#print axioms FloquetHamiltonian.symmetry_iff
-- 'FloquetHamiltonian.symmetry_iff' depends on axioms: [propext, Classical.choice, Quot.sound]
```

## What carries over to a simulation

The theorem holds for any finite dimension, degenerate eigenphases included. `symmetry_iff` adds that a matrix commutes with $K$ exactly when it commutes with the one-period evolution, so in exact arithmetic a commutation check on either serves for both.

The input is a unitary matrix. That it is the propagator of a given periodic $H(t)$ must come from the time integration, and basis truncation is a separate approximation. Nothing is proved about rounding or continuity: an eigenvalue near $-1$ can send its quasienergy from one end of the zone to the other under a tiny perturbation.
